# Wegner flow of a real two-level Hamiltonian: exponential decay of the coupling when the initial diagonal energies differ

Let a real two-level Hamiltonian with diagonal energies $a(s),d(s)$ and coupling $v(s)$ follow Wegner's flow equations. For every $s\ge 0$,

$$|v(s)|\le |v(0)|\,e^{-(a(0)-d(0))^2 s}.$$

If $a(0)\neq d(0)$, the coupling therefore tends to zero. If $d(0)<a(0)$, then $a$ and $d$ converge to the upper and lower eigenvalues of the initial Hamiltonian.

## From the double commutator to three scalar equations

Write

$$H=\begin{pmatrix}a&v\\v&d\end{pmatrix},\qquad D=\begin{pmatrix}a&0\\0&d\end{pmatrix},\qquad g=a-d.$$

Wegner's generator is the commutator

$$\eta=[D,H]=gv\begin{pmatrix}0&1\\-1&0\end{pmatrix}.$$

Multiplying out gives

$$\eta H=gv\begin{pmatrix}v&d\\-a&-v\end{pmatrix},\qquad H\eta=gv\begin{pmatrix}-v&a\\-d&v\end{pmatrix},$$

$$[\eta,H]=\begin{pmatrix}2gv^2&-g^2v\\-g^2v&-2gv^2\end{pmatrix}.$$

Reading $H'=[\eta,H]$ entry by entry, with a prime for $d/ds$, yields

$$a'=2gv^2,\qquad d'=-2gv^2,\qquad v'=-g^2v.$$

The flow parameter $s$ has the dimension of an inverse squared energy; it is not time. Flows of this type are used to build effective Hamiltonians by decoupling a model space from the remaining states. Here each of the two spaces holds a single state and the coupling is real.

## What the Lean statements say

`IsWegnerFlow a d v` says that three functions from ℝ to ℝ satisfy the scalar equations at every real `s`, negative values included. Each field is a `HasDerivAt` statement, so differentiability is part of the hypothesis. The matrices `hamiltonian` and `generator` are $H$ and $\eta$, and `generator_commutator` shows that the entries of $[\eta,H]$ are the right-hand sides of the flow equations. In `-(a s - d s) ^ 2` the minus sign stands in front of the square.

`upperLevel` and `lowerLevel` are the energies

$$E_\pm=\tfrac12\left(a+d\pm\sqrt{(a-d)^2+4v^2}\right),$$

and `det_eq_levels` identifies them as the roots of the characteristic polynomial. The limit $s\to\infty$ is written with `Tendsto` and `atTop`.

The condition $a(0)\neq d(0)$ means that the unperturbed energies are non-degenerate. The stronger $d(0)<a(0)$ also fixes which label belongs to the upper state; exchanging the labels leaves the flow equations unchanged. A flow is assumed to be given: existence for arbitrary initial data is not addressed, nor is the orthogonal transformation that diagonalises $H$.

## The derivation by hand

**Eigenvalues.** The characteristic polynomial is $(E-a)(E-d)-v^2$. The numbers $E_\pm$ have sum $a+d$ and product

$$\tfrac14\left((a+d)^2-(a-d)^2-4v^2\right)=ad-v^2,$$

so the polynomial equals $(E-E_+)(E-E_-)$.

**Conservation.** Clearly $(a+d)'=0$. For the determinant,

$$(ad-v^2)'=2gv^2d-2gv^2a+2g^2v^2=-2g^2v^2+2g^2v^2=0.$$

**Growing gap.** The gap meant here is the difference $g$ of the diagonal energies; the distance between the eigenvalues stays constant. Since $g'=4gv^2$, we have $(g^2)'=8g^2v^2\ge0$, so $g^2$ is non-decreasing.

**Decay.** Put $c=g(0)^2$ and $q(s)=\left(v(s)e^{cs}\right)^2$. Then

$$q'=2\left(c-g^2\right)q\le0\qquad(s\ge0),$$

because $g(s)^2\ge c$ there. Hence $q(s)\le q(0)=v(0)^2$. Taking square roots and dividing by $e^{cs}$ gives the bound. If $c>0$, its right-hand side tends to zero, and so does $v$.

**Order of the levels.** Let $g(0)>0$ and suppose $g(s)\le0$ for some $s\ge0$. By continuity $g(t)=0$ for some $t\in[0,s]$, which contradicts $g(t)^2\ge g(0)^2>0$. So $g$ stays positive.

**Limits.** The quantity $g^2+4v^2=(a+d)^2-4(ad-v^2)$ is conserved. Call it $R^2$ with $R\ge0$. Since $g>0$,

$$g(s)=\sqrt{R^2-4v(s)^2}\;\longrightarrow\;R.$$

With $T=a(0)+d(0)$, the identities $a=(T+g)/2$ and $d=(T-g)/2$ give the limits $(T\pm R)/2$, which are the initial $E_\pm$.

**An explicit flow.** Let $u=1/\left(2\sqrt{1+e^{-2s}}\right)$, $a=u$, $d=-u$ and $v=e^{-s}u$. Differentiation gives $u'=4e^{-2s}u^3=2(2u)v^2$, which settles the equations for $a$ and $d$. Since $4u^2(1+e^{-2s})=1$,

$$v'=-e^{-s}u\left(1-4e^{-2s}u^2\right)=-4u^2v=-(a-d)^2v.$$

## A flow starting from energies 3 and 0 with coupling 2

Take $a(0)=3$, $d(0)=0$, $v(0)=2$. Then $T=3$ and $R=\sqrt{9+16}=5$, so $a\to4$ and $d\to-1$. The product of the limits is $-4$, equal to the initial determinant $0-4$.

The bound reads $|v(s)|\le2e^{-9s}$. At $s=0.5$ it gives $|v|\le0.0223$, hence $g\ge\sqrt{25-4(0.0223)^2}\approx4.9998$. So $a$ is guaranteed to lie within $10^{-4}$ of its limit at that point. The true distance is much smaller: the decay rate $g^2$ of the coupling grows from 9 towards 25 along the flow, while the bound keeps the initial rate 9.

## Equal diagonal energies stop the flow

Without $a(0)\ne d(0)$ the coupling need not vanish. Take $a=d=e$ and $v=w$, where $e$ is a constant energy (not the base of the exponential) and $w\neq0$ a constant coupling. Every right-hand side contains the factor $a-d=0$, so this is a flow. The coupling stays at $w$, and the diagonal entries stay at $e$ although the eigenvalues are $e\pm|w|$. The exponential bound still holds, but it only says $|w|\le|w|$.

## The flow equations, the bound and the limits in Lean

```lean
import Mathlib

open Filter Topology

namespace WegnerTwoLevel

noncomputable section

/-- The real two-level Hamiltonian with diagonal energies `a`, `d` and coupling `v`. -/
def hamiltonian (a d v : ℝ) : Matrix (Fin 2) (Fin 2) ℝ := !![a, v; v, d]

/-- Wegner's generator: the commutator of the diagonal part with the full Hamiltonian. -/
def generator (a d v : ℝ) : Matrix (Fin 2) (Fin 2) ℝ :=
  !![a, 0; 0, d] * hamiltonian a d v - hamiltonian a d v * !![a, 0; 0, d]

/-- The Wegner flow equations for the diagonal energies and the coupling. -/
structure IsWegnerFlow (a d v : ℝ → ℝ) : Prop where
  first : ∀ s, HasDerivAt a (2 * (a s - d s) * v s ^ 2) s
  second : ∀ s, HasDerivAt d (-(2 * (a s - d s) * v s ^ 2)) s
  coupling : ∀ s, HasDerivAt v (-(a s - d s) ^ 2 * v s) s

/-- The upper energy level of the two-level Hamiltonian. -/
def upperLevel (a d v : ℝ) : ℝ := (a + d + √((a - d) ^ 2 + 4 * v ^ 2)) / 2

/-- The lower energy level of the two-level Hamiltonian. -/
def lowerLevel (a d v : ℝ) : ℝ := (a + d - √((a - d) ^ 2 + 4 * v ^ 2)) / 2

/-- The commutator of Wegner's generator with the Hamiltonian has the right-hand sides
of the flow equations as its entries. -/
theorem generator_commutator (a d v : ℝ) :
    generator a d v * hamiltonian a d v - hamiltonian a d v * generator a d v =
      !![2 * (a - d) * v ^ 2, -(a - d) ^ 2 * v;
         -(a - d) ^ 2 * v, -(2 * (a - d) * v ^ 2)] := by
  simp only [generator, hamiltonian, sub_mul, mul_sub, Matrix.mul_fin_two]
  ext i j
  fin_cases i <;> fin_cases j <;> simp <;> ring

/-- The characteristic polynomial of the Hamiltonian factorises over the upper and
lower levels. -/
theorem det_eq_levels (a d v E : ℝ) :
    (E • (1 : Matrix (Fin 2) (Fin 2) ℝ) - hamiltonian a d v).det =
      (E - upperLevel a d v) * (E - lowerLevel a d v) := by
  have hdet : (E • (1 : Matrix (Fin 2) (Fin 2) ℝ) - hamiltonian a d v).det =
      (E - a) * (E - d) - v ^ 2 := by
    simp [hamiltonian, Matrix.det_fin_two]
    ring
  have hs := Real.sq_sqrt (show 0 ≤ (a - d) ^ 2 + 4 * v ^ 2 by positivity)
  rw [hdet, upperLevel, lowerLevel]
  linear_combination (1 / 4) * hs

variable {a d v : ℝ → ℝ}

/-- The flow conserves the trace and the determinant of the Hamiltonian. -/
theorem IsWegnerFlow.conserved (h : IsWegnerFlow a d v) (s : ℝ) :
    a s + d s = a 0 + d 0 ∧ a s * d s - v s ^ 2 = a 0 * d 0 - v 0 ^ 2 := by
  have h1 : ∀ t, HasDerivAt (fun t => a t + d t) 0 t := fun t =>
    ((h.first t).fun_add (h.second t)).congr_deriv (by ring)
  have h2 : ∀ t, HasDerivAt (fun t => a t * d t - v t * v t) 0 t := fun t =>
    (((h.first t).fun_mul (h.second t)).fun_sub
      ((h.coupling t).fun_mul (h.coupling t))).congr_deriv (by ring)
  have D1 : Differentiable ℝ (fun t => a t + d t) := fun t => (h1 t).differentiableAt
  have D2 : Differentiable ℝ (fun t => a t * d t - v t * v t) :=
    fun t => (h2 t).differentiableAt
  have e1 := is_const_of_deriv_eq_zero D1 (fun t => (h1 t).deriv) s 0
  have e2 := is_const_of_deriv_eq_zero D2 (fun t => (h2 t).deriv) s 0
  have e3 : a s * d s - v s * v s = a 0 * d 0 - v 0 * v 0 := e2
  exact ⟨e1, by linear_combination e3⟩

/-- The squared difference of the diagonal energies never decreases along the flow. -/
theorem IsWegnerFlow.gap_sq_monotone (h : IsWegnerFlow a d v) :
    Monotone (fun s => (a s - d s) ^ 2) := by
  have hg : ∀ t, HasDerivAt (fun t => (a t - d t) * (a t - d t))
      (8 * ((a t - d t) * v t) ^ 2) t := fun t =>
    (((h.first t).fun_sub (h.second t)).fun_mul
      ((h.first t).fun_sub (h.second t))).congr_deriv (by ring)
  have M : Monotone (fun t => (a t - d t) * (a t - d t)) :=
    monotone_of_deriv_nonneg (fun t => (hg t).differentiableAt)
      (fun t => by rw [(hg t).deriv]; positivity)
  simpa only [pow_two] using M

/-- For `s ≥ 0` the magnitude of the coupling is at most its initial magnitude times `exp (-(a 0 - d
0) ^ 2 * s)`. -/
theorem IsWegnerFlow.coupling_decay (h : IsWegnerFlow a d v) {s : ℝ} (hs : 0 ≤ s) :
    |v s| ≤ |v 0| * Real.exp (-(a 0 - d 0) ^ 2 * s) := by
  obtain ⟨c, hc⟩ : ∃ c, c = (a 0 - d 0) ^ 2 := ⟨_, rfl⟩
  rw [← hc]
  have he : ∀ t, HasDerivAt (fun t => Real.exp (t * c)) (Real.exp (t * c) * c) t :=
    fun t => (hasDerivAt_mul_const c).exp
  -- the square of the rescaled coupling is non-increasing for s ≥ 0
  have hq : ∀ t, HasDerivAt (fun t => (v t * Real.exp (t * c)) * (v t * Real.exp (t * c)))
      (2 * (c - (a t - d t) ^ 2) * (v t * Real.exp (t * c)) ^ 2) t := fun t =>
    (((h.coupling t).fun_mul (he t)).fun_mul
      ((h.coupling t).fun_mul (he t))).congr_deriv (by ring)
  have A : AntitoneOn (fun t => (v t * Real.exp (t * c)) * (v t * Real.exp (t * c)))
      (Set.Ici 0) := by
    refine antitoneOn_of_deriv_nonpos (convex_Ici 0)
      (fun t _ => (hq t).continuousAt.continuousWithinAt)
      (fun t _ => (hq t).differentiableAt.differentiableWithinAt) (fun t ht => ?_)
    have ht0 : 0 ≤ t := interior_subset ht
    have hm : (a 0 - d 0) ^ 2 ≤ (a t - d t) ^ 2 := h.gap_sq_monotone ht0
    rw [(hq t).deriv]
    exact mul_nonpos_of_nonpos_of_nonneg (by linarith) (sq_nonneg _)
  have k0 := A (Set.mem_Ici.mpr le_rfl) (Set.mem_Ici.mpr hs) hs
  simp only [zero_mul, Real.exp_zero, mul_one] at k0
  have k : |v s * Real.exp (s * c)| ≤ |v 0| := sq_le_sq.mp (by nlinarith [k0])
  rw [abs_mul, abs_of_pos (Real.exp_pos _)] at k
  calc |v s| = |v s| * Real.exp (s * c) * Real.exp (-c * s) := by
        have hz : s * c + -c * s = 0 := by ring
        rw [mul_assoc, ← Real.exp_add, hz, Real.exp_zero, mul_one]
    _ ≤ |v 0| * Real.exp (-c * s) := mul_le_mul_of_nonneg_right k (Real.exp_pos _).le

/-- If the initial diagonal energies differ, the coupling flows to zero. -/
theorem IsWegnerFlow.coupling_tendsto_zero (h : IsWegnerFlow a d v) (h0 : a 0 ≠ d 0) :
    Tendsto v atTop (𝓝 0) := by
  have hneg : -(a 0 - d 0) ^ 2 < 0 := neg_lt_zero.mpr (pow_pos_of_ne h0)
  have e : Tendsto (fun s => Real.exp (-(a 0 - d 0) ^ 2 * s)) atTop (𝓝 0) :=
    Real.tendsto_exp_atBot.comp (tendsto_id.const_mul_atTop_of_neg hneg)
  have e2 := e.const_mul |v 0|
  rw [mul_zero] at e2
  exact squeeze_zero_norm' ((eventually_ge_atTop 0).mono fun s hs => h.coupling_decay hs) e2
where
  pow_pos_of_ne {x y : ℝ} (hxy : x ≠ y) : 0 < (x - y) ^ 2 :=
    sq_pos_of_ne_zero (sub_ne_zero.mpr hxy)

/-- If initially `d < a`, this order persists along the forward flow. -/
theorem IsWegnerFlow.order_preserved (h : IsWegnerFlow a d v) (h0 : d 0 < a 0)
    {s : ℝ} (hs : 0 ≤ s) : d s < a s := by
  by_contra hn
  have hle := not_lt.mp hn
  have hc : Continuous (fun t => a t - d t) := continuous_iff_continuousAt.mpr
    fun t => ((h.first t).fun_sub (h.second t)).continuousAt
  -- a change of order would force a crossing, where the gap vanishes
  obtain ⟨t, ht, hz⟩ := intermediate_value_Icc' hs hc.continuousOn
    (show (0 : ℝ) ∈ Set.Icc (a s - d s) (a 0 - d 0) from ⟨by linarith, by linarith⟩)
  have hm : (a 0 - d 0) ^ 2 ≤ (a t - d t) ^ 2 := h.gap_sq_monotone ht.1
  have hz' : a t - d t = 0 := hz
  rw [hz'] at hm
  nlinarith [pow_pos (sub_pos.mpr h0) 2]

/-- If initially `d < a`, the diagonal energies `a` and `d` converge to the upper and
lower levels of the initial Hamiltonian. -/
theorem IsWegnerFlow.tendsto_levels (h : IsWegnerFlow a d v) (h0 : d 0 < a 0) :
    Tendsto a atTop (𝓝 (upperLevel (a 0) (d 0) (v 0))) ∧
      Tendsto d atTop (𝓝 (lowerLevel (a 0) (d 0) (v 0))) := by
  have hv := h.coupling_tendsto_zero h0.ne'
  have t1 := ((hv.pow 2).const_mul 4).const_sub ((a 0 - d 0) ^ 2 + 4 * v 0 ^ 2)
  have hR : (a 0 - d 0) ^ 2 + 4 * v 0 ^ 2 - 4 * (0 : ℝ) ^ 2 =
      (a 0 - d 0) ^ 2 + 4 * v 0 ^ 2 := by ring
  rw [hR] at t1
  -- the conservation laws fix the gap in terms of the remaining coupling
  have g : Tendsto (fun s => a s - d s) atTop
      (𝓝 (√((a 0 - d 0) ^ 2 + 4 * v 0 ^ 2))) := by
    refine t1.sqrt.congr' ((eventually_ge_atTop 0).mono fun s hs => ?_)
    obtain ⟨e1, e2⟩ := h.conserved s
    have hsq : (a 0 - d 0) ^ 2 + 4 * v 0 ^ 2 - 4 * v s ^ 2 = (a s - d s) ^ 2 := by
      linear_combination (-(a s + d s + a 0 + d 0)) * e1 + 4 * e2
    have hp := h.order_preserved h0 hs
    beta_reduce
    rw [hsq, Real.sqrt_sq (by linarith)]
  exact ⟨((g.const_add (a 0 + d 0)).div_const 2).congr
      (fun s => by linarith [(h.conserved s).1]),
    ((g.const_sub (a 0 + d 0)).div_const 2).congr
      (fun s => by linarith [(h.conserved s).1])⟩

/-- Equal, constant diagonal energies together with any constant coupling solve the flow equations.
-/
theorem degenerate_flow (e w : ℝ) :
    IsWegnerFlow (fun _ => e) (fun _ => e) (fun _ => w) :=
  ⟨fun s => (hasDerivAt_const s e).congr_deriv (by simp),
   fun s => (hasDerivAt_const s e).congr_deriv (by simp),
   fun s => (hasDerivAt_const s w).congr_deriv (by simp)⟩

/-- The diagonal energy of an explicit two-level flow. -/
def flowEnergy (s : ℝ) : ℝ := 1 / (2 * √(1 + Real.exp (-s) ^ 2))

/-- Opposite diagonal energies `flowEnergy` and `-flowEnergy`, with coupling
`exp (-s) * flowEnergy s`, solve the flow equations. -/
theorem isWegnerFlow_witness :
    IsWegnerFlow flowEnergy (fun s => -flowEnergy s)
      (fun s => Real.exp (-s) * flowEnergy s) := by
  have he : ∀ s, HasDerivAt (fun t => Real.exp (-t)) (-Real.exp (-s)) s :=
    fun s => (hasDerivAt_neg' s).exp.congr_deriv (by ring)
  have hu : ∀ s, HasDerivAt flowEnergy (4 * Real.exp (-s) ^ 2 * flowEnergy s ^ 3) s := by
    intro s
    have hq : HasDerivAt (fun t => 1 + Real.exp (-t) ^ 2) (-2 * Real.exp (-s) ^ 2) s := by
      simp only [pow_two]
      exact (((he s).fun_mul (he s)).const_add (1 : ℝ)).congr_deriv (by ring)
    have hne : 1 + Real.exp (-s) ^ 2 ≠ 0 := by positivity
    have hr : 2 * √(1 + Real.exp (-s) ^ 2) ≠ 0 := by positivity
    exact ((hasDerivAt_const s (1 : ℝ)).fun_div ((hq.sqrt hne).const_mul 2) hr).congr_deriv
      (by rw [flowEnergy]; ring)
  have hrel : ∀ s, 4 * flowEnergy s ^ 2 * (1 + Real.exp (-s) ^ 2) = 1 := by
    intro s
    have hs := Real.sq_sqrt (show 0 ≤ 1 + Real.exp (-s) ^ 2 by positivity)
    have hr : 2 * √(1 + Real.exp (-s) ^ 2) ≠ 0 := by positivity
    have h1 : 2 * √(1 + Real.exp (-s) ^ 2) * flowEnergy s = 1 := mul_one_div_cancel hr
    linear_combination (2 * √(1 + Real.exp (-s) ^ 2) * flowEnergy s + 1) * h1
      - 4 * flowEnergy s ^ 2 * hs
  refine ⟨fun s => (hu s).congr_deriv ?_, fun s => (hu s).fun_neg.congr_deriv ?_,
    fun s => ((he s).fun_mul (hu s)).congr_deriv ?_⟩
  · ring
  · ring
  · linear_combination (Real.exp (-s) * flowEnergy s) * hrel s

end

end WegnerTwoLevel
```

```lean
#print axioms WegnerTwoLevel.generator_commutator
-- 'WegnerTwoLevel.generator_commutator' depends on axioms: [propext, Classical.choice, Quot.sound]
#print axioms WegnerTwoLevel.det_eq_levels
-- 'WegnerTwoLevel.det_eq_levels' depends on axioms: [propext, Classical.choice, Quot.sound]
#print axioms WegnerTwoLevel.IsWegnerFlow.tendsto_levels
-- 'WegnerTwoLevel.IsWegnerFlow.tendsto_levels' depends on axioms: [propext, Classical.choice, Quot.sound]
#print axioms WegnerTwoLevel.degenerate_flow
-- 'WegnerTwoLevel.degenerate_flow' depends on axioms: [propext, Classical.choice, Quot.sound]
```

## How the proofs follow the derivation

`generator_commutator` multiplies the matrices and compares the four entries with `ring`. `det_eq_levels` expands the determinant; the only non-polynomial input is that the square root squares back to its non-negative argument.

In `IsWegnerFlow.conserved`, the sum and product rules produce the derivatives of the trace and the determinant, and `ring` simplifies both to zero. The lemma `is_const_of_deriv_eq_zero` then equates the values at `s` and `0`. `IsWegnerFlow.gap_sq_monotone` has the same shape: the derivative $8(gv)^2$ is non-negative, and `monotone_of_deriv_nonneg` gives monotonicity on the whole real line.

`IsWegnerFlow.coupling_decay` works with $q$. Its derivative is `hq`, and the sign comes from the monotone gap, which is used only for `t ≥ 0`. For this reason `antitoneOn_of_deriv_nonpos` is applied on `Set.Ici 0`. Comparing `s` with `0` gives an inequality between squares, `sq_le_sq` turns it into one between absolute values, and the closing `calc` moves the exponential to the right-hand side.

`IsWegnerFlow.coupling_tendsto_zero` squeezes $|v|$ between zero and the decaying bound. `IsWegnerFlow.order_preserved` argues by contradiction: `intermediate_value_Icc'` supplies a parameter value `t` at which the diagonal energies cross, where the monotone gap gives the contradiction.

`IsWegnerFlow.tendsto_levels` first finds the limit of $\sqrt{R^2-4v^2}$ from that of $v$. The conservation laws show that the radicand is $(a-d)^2$, and the preserved order selects the positive root, so the same limit holds for $a-d$. Conservation of the trace then separates $a$ from $d$.

`degenerate_flow` verifies the constant counter-example. In `isWegnerFlow_witness`, where `flowEnergy` is $u$, the step `hu` is the formula for $u'$ and `hrel` is the relation $4u^2(1+e^{-2s})=1$, which is needed only for the coupling equation.
